# The $R^{-7}$ law for Thomas-Fermi-scaled energies with a large-charge limit at unit length

Let an energy depend on a nuclear charge $Z>0$ and a length $R>0$ through a single function $f$ of one variable,

$$E(Z,R)=Z^{7/3}f(Z^{1/3}R),$$

and compare the lengths $R=2$ and $R=1$. Since $2Z^{1/3}=(8Z)^{1/3}$ and $8^{7/3}=2^7=128$,

$$E(Z,2)=Z^{7/3}f\big((8Z)^{1/3}\big)=\frac{(8Z)^{7/3}f\big((8Z)^{1/3}\big)}{128}=\frac{E(8Z,1)}{128}.$$

Doubling the length is therefore the same as multiplying the charge by eight and dividing the energy by 128. If $E(Z,1)$ tends to a number $C$ as $Z\to\infty$, then so does $E(8Z,1)$, and $E(Z,2)$ tends to $C/2^7$. The same argument works with any positive length in place of 2.

## Where the scaled form comes from

Consider a neutral diatomic molecule with two equal nuclear charges $Z$ at distance $R$. In Thomas-Fermi theory, replacing a density $\rho(x)$ by $Z^2\rho(Z^{1/3}x)$ carries the problem at unit charge and distance $Z^{1/3}R$ into the problem at charge $Z$ and distance $R$. The kinetic term, the nuclear attraction, the electron repulsion and the nuclear repulsion all gain the factor $Z^{7/3}$. This gives the form above, with $f(y)$ the energy at unit charge and distance $y$.

For the limit at $R=1$ to be finite, $E$ must be the interaction energy, with the energy of the separated atoms subtracted. The total energy contains the atomic energies, which are proportional to $Z^{7/3}$. Subtracting them therefore only shifts $f$ by a constant, and the interaction energy has the scaled form too.

The existence of the limit $C$ is a hypothesis here. It stands for the statement that, at a fixed distance, the interaction energy settles to a finite value as the nuclear charge grows. To prove this for Thomas-Fermi molecules requires an analysis of the functional itself; what follows from scaling alone is how the limit depends on $R$.

For orbital-free calculations with the pure Thomas-Fermi functional, the large-charge limit at one distance thus fixes the limit at every other; the Dirac exchange term and the von Weizsäcker gradient term gain $Z^{5/3}$ instead of $Z^{7/3}$ under the same replacement, so the argument does not cover functionals that contain them.

## Derivation for every length

**Removing the fractional powers.** Write $Z=y^3$ with $y=Z^{1/3}>0$. Then $Z^{7/3}=y^7$, and

$$E(y^3,R)=y^7f(yR).$$

**The scaling law.** For $l>0$ we have $l^3Z=(ly)^3$, so

$$E(l^3Z,R/l)=(ly)^7f\big(ly\cdot R/l\big)=l^7\,y^7f(yR)=l^7E(Z,R).$$

Conversely, suppose that a function $E$ of positive charge and length obeys this law. Apply it with scale factor $y$, starting from charge 1 and length $yR$:

$$E(y^3,R)=y^7E(1,yR).$$

This is the scaled form with $f(r)=E(1,r)$. The law and the form are equivalent.

**Reduction to unit length.** Since $ZR^3=(yR)^3$,

$$E(ZR^3,1)=(yR)^7f(yR)=R^7E(Z,R),\qquad\text{so}\qquad E(Z,R)=\frac{E(ZR^3,1)}{R^7}.$$

**The limit.** Fix $R>0$. As $Z\to\infty$, the effective charge $ZR^3$ also tends to infinity. Hence $E(ZR^3,1)\to C$ and $E(Z,R)\to C/R^7$.

**The size of the error.** Subtracting $C/R^7$ from the reduction formula gives

$$\left|E(Z,R)-\frac{C}{R^7}\right|=\frac{|E(ZR^3,1)-C|}{R^7}.$$

Given $\varepsilon>0$, the numerator on the right is at most $\varepsilon$ once $ZR^3$ exceeds a threshold that depends on $f$, $C$ and $\varepsilon$, but not on $Z$ and $R$ separately.

**Large distance at fixed charge.** The reduction formula also reads $R^7E(Z,R)=E(ZR^3,1)$. With $Z$ fixed and $R\to\infty$, the right-hand side again tends to $C$. For $C\neq0$ the energy decays like $C/R^7$; for $C=0$ it decays faster than $R^{-7}$. For a molecule this describes the tail of the Thomas-Fermi model, not the dispersion attraction between real atoms, which the model does not contain.

**The hypothesis in terms of $f$.** At $R=1$ the energy is $E(y^3,1)=y^7f(y)$. So $E(Z,1)\to C$ as $Z\to\infty$ exactly when $y^7f(y)\to C$ as $y\to\infty$. The large-charge limit is thus a statement about the tail of the unit-charge curve.

## Convergence at $R=1$ without the scaled form

Without the scaled form the conclusion can fail. Take $E(Z,R)=1/R$, which does not depend on $Z$. At $R=1$ it converges to $C=1$, but at $R=2$ it converges to $1/2$ and not to $1/128$. It violates the scaling law, because $E(l^3Z,R/l)=l/R$, whereas the law demands $l^7/R$.

## The scaled energy in Lean

The file opens the namespaces that supply the language of limits. `Tendsto g atTop (𝓝 C)` says that $g$ tends to $C$ as its argument tends to $+\infty$.

```lean
import Mathlib

open Filter Topology

namespace ThomasFermiLargeCharge
```

The definition takes an arbitrary real function `f` and returns $Z^{7/3}f(Z^{1/3}R)$, with real exponents. Nothing is assumed about continuity, sign or monotonicity, and `f` is not tied to a density functional: the Thomas-Fermi physics enters only through the two exponents. The definition accepts all real `Z` and `R`, but only positive values carry the physical meaning. The theorems concern positive charges and lengths, except that `energy_cube` allows any real `R`.

```lean
/-- The energy at nuclear charge `Z > 0` and length `R`, built by Thomas-Fermi scaling from
the energy curve `f` at unit charge. -/
noncomputable def energy (f : ℝ → ℝ) (Z R : ℝ) : ℝ :=
  Z ^ (7 / 3 : ℝ) * f (Z ^ (1 / 3 : ℝ) * R)
```

## Cubes in place of fractional powers

The first lemma supplies the substitution $Z=y^3$. Its witness is $Z^{1/3}$, and the rule for a power of a power, valid for a nonnegative base, confirms that its cube is $Z$.

```lean
/-- Every positive charge is the cube of a positive number. -/
theorem exists_cube {Z : ℝ} (hZ : 0 < Z) : ∃ y : ℝ, 0 < y ∧ y ^ 3 = Z := by
  refine ⟨Z ^ (1 / 3 : ℝ), Real.rpow_pos_of_pos hZ _, ?_⟩
  rw [← Real.rpow_natCast, ← Real.rpow_mul hZ.le]
  norm_num
```

The second lemma is the formula $E(y^3,R)=y^7f(yR)$. The two auxiliary facts `h7` and `h1` evaluate $(y^3)^{7/3}=y^7$ and $(y^3)^{1/3}=y$, after which the definition unfolds to the claim. No sign condition on `R` is needed.

```lean
/-- At charge `y ^ 3` the energy is `y ^ 7` times the unit-charge energy at length `y R`. -/
theorem energy_cube (f : ℝ → ℝ) {y : ℝ} (hy : 0 < y) (R : ℝ) :
    energy f (y ^ 3) R = y ^ 7 * f (y * R) := by
  have h7 : (y ^ 3) ^ (7 / 3 : ℝ) = y ^ 7 := by
    rw [← Real.rpow_natCast y 3, ← Real.rpow_mul hy.le, ← Real.rpow_natCast y 7]
    congr 1
    norm_num
  have h1 : (y ^ 3) ^ (1 / 3 : ℝ) = y := by
    rw [← Real.rpow_natCast y 3, ← Real.rpow_mul hy.le]
    norm_num
  rw [energy, h7, h1]
```

## Equivalence with the scaling law

In the next theorem `E` is an arbitrary function of two real variables. The left side of the equivalence is the scaling law for all positive `l`, `Z` and `R`; the right side says that some curve `f` reproduces `E` at all positive charges and lengths. The assumed form of the energy is therefore no more special than the scaling law.

In the forward direction the curve is `E 1`, the energy at unit charge. The step `key` applies the law with scale factor `y`, charge 1 and length `y * R`, as in the derivation. In the backward direction both energies are written through `energy_cube`, `hlen` cancels `l` in the length, and `ring` compares the seventh powers.

```lean
/-- A function of positive charge and length gains the factor `l ^ 7` under `Z → l ^ 3 Z`,
`R → R / l` exactly when it is the scaled energy of some unit-charge curve. -/
theorem scaling_law_iff (E : ℝ → ℝ → ℝ) :
    (∀ l Z R : ℝ, 0 < l → 0 < Z → 0 < R → E (l ^ 3 * Z) (R / l) = l ^ 7 * E Z R) ↔
      ∃ f : ℝ → ℝ, ∀ Z R : ℝ, 0 < Z → 0 < R → E Z R = energy f Z R := by
  constructor
  · intro h
    refine ⟨E 1, fun Z R hZ hR => ?_⟩
    obtain ⟨y, hy, rfl⟩ := exists_cube hZ
    -- start from unit charge and scale up by the cube root of the charge
    have key := h y 1 (y * R) hy one_pos (mul_pos hy hR)
    rw [mul_one, mul_div_cancel_left₀ R hy.ne'] at key
    rw [energy_cube (E 1) hy, key]
  · rintro ⟨f, hf⟩ l Z R hl hZ hR
    rw [hf _ _ (mul_pos (pow_pos hl 3) hZ) (div_pos hR hl), hf Z R hZ hR]
    obtain ⟨y, hy, rfl⟩ := exists_cube hZ
    have hlen : l * y * (R / l) = y * R := by
      have hl' : l ≠ 0 := hl.ne'
      field_simp
    rw [← mul_pow, energy_cube f (mul_pos hl hy), energy_cube f hy, hlen]
    ring
```

## Reduction to unit length

This theorem is the general version of the opening calculation, which is its case $R=2$. After the substitution $Z=y^3$, the charge $y^3R^3$ is recognised as $(yR)^3$. Both energies then contain the same value $f(yR)$, and the remaining identity between powers is settled by `ring`.

```lean
/-- The energy at charge `Z` and length `R` is the energy at charge `Z R ^ 3` and unit length,
divided by `R ^ 7`. -/
theorem energy_eq_unit_length (f : ℝ → ℝ) {Z R : ℝ} (hZ : 0 < Z) (hR : 0 < R) :
    energy f Z R = energy f (Z * R ^ 3) 1 / R ^ 7 := by
  obtain ⟨y, hy, rfl⟩ := exists_cube hZ
  rw [← mul_pow, energy_cube f hy, energy_cube f (mul_pos hy hR), mul_one,
    eq_div_iff (pow_pos hR 7).ne']
  ring
```

## The inverse seventh power

The main theorem assumes `hlim`, the convergence of the energy at unit length to `C`, and concludes that at each fixed `R > 0` the energy converges to `C / R ^ 7`. The constant may have either sign or be zero.

The proof follows the derivation. `hcharge` states that $ZR^3\to\infty$ with $Z$. Composing `hlim` with it and dividing by $R^7$ gives the limit of $E(ZR^3,1)/R^7$. `Tendsto.congr'` transfers this limit to $E(Z,R)$, since it requires the two functions to agree only for sufficiently large $Z$, and they agree for all $Z>0$.

```lean
/-- If the energy at unit length converges to `C` as the charge grows, then at every length
`R > 0` it converges to `C / R ^ 7`. -/
theorem tendsto_energy_inverse_seventh {f : ℝ → ℝ} {C : ℝ}
    (hlim : Tendsto (fun Z => energy f Z 1) atTop (𝓝 C)) {R : ℝ} (hR : 0 < R) :
    Tendsto (fun Z => energy f Z R) atTop (𝓝 (C / R ^ 7)) := by
  -- the effective charge `Z R ^ 3` grows without bound together with `Z`
  have hcharge : Tendsto (fun Z : ℝ => Z * R ^ 3) atTop atTop :=
    tendsto_id.atTop_mul_const (pow_pos hR 3)
  refine Tendsto.congr' ?_ ((hlim.comp hcharge).div_const (R ^ 7))
  filter_upwards [eventually_gt_atTop (0 : ℝ)] with Z hZ
  exact (energy_eq_unit_length f hZ hR).symm
```

## The tail of the unit-charge curve

The next theorem restates the hypothesis as $y^7f(y)\to C$. Each direction is a change of variable in a limit. From left to right one inserts $Z=y^3$, which tends to infinity with $y$. From right to left one inserts $y=Z^{1/3}$, which tends to infinity with $Z$, and `h7` turns $(Z^{1/3})^7$ into $Z^{7/3}$.

```lean
/-- The energy at unit length converges to `C` for large charge exactly when the unit-charge
curve satisfies `y ^ 7 f(y) → C` at large distance. -/
theorem tendsto_energy_iff_tail (f : ℝ → ℝ) (C : ℝ) :
    Tendsto (fun Z => energy f Z 1) atTop (𝓝 C) ↔
      Tendsto (fun y : ℝ => y ^ 7 * f y) atTop (𝓝 C) := by
  constructor
  · intro h
    have hcube : Tendsto (fun y : ℝ => y ^ 3) atTop atTop :=
      tendsto_pow_atTop (by norm_num)
    refine Tendsto.congr' ?_ (h.comp hcube)
    filter_upwards [eventually_gt_atTop (0 : ℝ)] with y hy
    simpa only [Function.comp_apply, mul_one] using energy_cube f hy 1
  · intro h
    have hroot : Tendsto (fun Z : ℝ => Z ^ (1 / 3 : ℝ)) atTop atTop :=
      tendsto_rpow_atTop (by norm_num)
    refine Tendsto.congr' ?_ (h.comp hroot)
    filter_upwards [eventually_gt_atTop (0 : ℝ)] with Z hZ
    have h7 : (Z ^ (1 / 3 : ℝ)) ^ 7 = Z ^ (7 / 3 : ℝ) := by
      rw [← Real.rpow_natCast, ← Real.rpow_mul hZ.le]
      norm_num
    simp only [Function.comp_apply, energy, mul_one, h7]
```

## One threshold for all charges and lengths

The convergence in the main theorem is stated for one length at a time. The following result controls all lengths together: the threshold `Z₀` is chosen before `Z` and `R`, and the error is at most $\varepsilon/R^7$ whenever $ZR^3\ge Z_0$. For short lengths this requires a correspondingly large charge. The theorem gives no formula for `Z₀`, because the hypothesis contains no rate of convergence.

The proof takes the threshold from the definition of the limit at unit length, applies it at the charge $ZR^3$, and divides the resulting inequality by $R^7$.

```lean
/-- If the energy at unit length converges to `C`, the deviation from `C / R ^ 7` is at most
`ε / R ^ 7` for all charges and lengths with `Z R ^ 3` above one common threshold. -/
theorem energy_error_uniform {f : ℝ → ℝ} {C : ℝ}
    (hlim : Tendsto (fun Z => energy f Z 1) atTop (𝓝 C)) {ε : ℝ} (hε : 0 < ε) :
    ∃ Z₀ : ℝ, ∀ Z R : ℝ, 0 < Z → 0 < R → Z₀ ≤ Z * R ^ 3 →
      |energy f Z R - C / R ^ 7| ≤ ε / R ^ 7 := by
  obtain ⟨Z₀, h⟩ := Metric.tendsto_atTop.1 hlim ε hε
  refine ⟨Z₀, fun Z R hZ hR hlarge => ?_⟩
  have hclose := h (Z * R ^ 3) hlarge
  rw [Real.dist_eq] at hclose
  rw [energy_eq_unit_length f hZ hR, ← sub_div, abs_div, abs_of_pos (pow_pos hR 7)]
  exact div_le_div_of_nonneg_right hclose.le (pow_pos hR 7).le
```

## Large distance at fixed charge

Here the charge stays fixed and the length grows. The function $R\mapsto ZR^3$ tends to infinity because $Z>0$, so `hlim` can be composed with it. The reduction formula then identifies $E(ZR^3,1)$ with $R^7E(Z,R)$ for every positive $R$.

```lean
/-- If the energy at unit length converges to `C` for large charge, then at every fixed charge
`R ^ 7` times the energy converges to `C` as the length grows. -/
theorem tendsto_fixed_charge {f : ℝ → ℝ} {C : ℝ}
    (hlim : Tendsto (fun Z => energy f Z 1) atTop (𝓝 C)) {Z : ℝ} (hZ : 0 < Z) :
    Tendsto (fun R : ℝ => R ^ 7 * energy f Z R) atTop (𝓝 C) := by
  have hcube : Tendsto (fun R : ℝ => R ^ 3) atTop atTop :=
    tendsto_pow_atTop (by norm_num)
  refine Tendsto.congr' ?_ (hlim.comp (hcube.const_mul_atTop hZ))
  filter_upwards [eventually_gt_atTop (0 : ℝ)] with R hR
  rw [energy_eq_unit_length f hZ hR, mul_div_cancel₀ _ (pow_pos hR 7).ne']
  rfl
```

## A curve with limit 1

The last theorem exhibits a curve that satisfies the hypothesis with a nonzero constant, $f(y)=1/(1+y^7)$. It is chosen for its simple tail and is not the energy curve of a molecule. By the tail criterion it suffices to observe that, for $y>0$,

$$\frac{y^7}{1+y^7}=1-\frac{1}{1+y^7}\longrightarrow1\qquad(y\to\infty).$$

In the proof, `hinv` says that the subtracted fraction tends to zero and `hsub` that the difference tends to 1. The closing `linear_combination` verifies the algebraic identity from the fact that $1+y^7$ times its inverse is 1. With the main theorem, the energy built from this curve tends to $1/R^7$ at every $R>0$.

```lean
/-- For the unit-charge curve `1 / (1 + y ^ 7)` the energy at unit length converges to `1` as
the charge grows. -/
theorem tendsto_energy_witness :
    Tendsto (fun Z => energy (fun y => 1 / (1 + y ^ 7)) Z 1) atTop (𝓝 1) := by
  rw [tendsto_energy_iff_tail]
  have hpow : Tendsto (fun y : ℝ => y ^ 7) atTop atTop :=
    tendsto_pow_atTop (by norm_num)
  have hinv : Tendsto (fun y : ℝ => (1 + y ^ 7)⁻¹) atTop (𝓝 0) :=
    tendsto_inv_atTop_zero.comp (tendsto_atTop_add_const_left _ 1 hpow)
  have hsub : Tendsto (fun y : ℝ => 1 - (1 + y ^ 7)⁻¹) atTop (𝓝 1) := by
    simpa only [sub_zero] using hinv.const_sub 1
  refine Tendsto.congr' ?_ hsub
  filter_upwards [eventually_gt_atTop (0 : ℝ)] with y hy
  have hne : 1 + y ^ 7 ≠ 0 := by positivity
  have hcancel := mul_inv_cancel₀ hne
  rw [one_div]
  linear_combination -hcancel

end ThomasFermiLargeCharge
```

```lean
#print axioms ThomasFermiLargeCharge.energy_eq_unit_length
#print axioms ThomasFermiLargeCharge.tendsto_energy_inverse_seventh
#print axioms ThomasFermiLargeCharge.energy_error_uniform
#print axioms ThomasFermiLargeCharge.tendsto_fixed_charge
```

```
'ThomasFermiLargeCharge.energy_eq_unit_length' depends on axioms: [propext, Classical.choice, Quot.sound]
'ThomasFermiLargeCharge.tendsto_energy_inverse_seventh' depends on axioms: [propext, Classical.choice, Quot.sound]
'ThomasFermiLargeCharge.energy_error_uniform' depends on axioms: [propext, Classical.choice, Quot.sound]
'ThomasFermiLargeCharge.tendsto_fixed_charge' depends on axioms: [propext, Classical.choice, Quot.sound]
```
